# A real linear map on the d shell that commutes with the cubic group is fixed by its eg and t2g occupations

**A:** For an atom on a cubic site, we want to know which entries of the 5×5 d-shell density matrix can be nonzero, and the first choice is how to represent a d orbital. I take it to be a real symmetric traceless 3×3 matrix Q.

**Q:** Where is the orbital in that matrix?

**A:** In its quadratic form. With r = (x, y, z), the angular part is

rᵀQr / |r|².

Zero trace makes rᵀQr harmonic, so this is pure l = 2. Three diagonal and three off-diagonal entries, less one for the trace, leave five dimensions. The radial function is left out. In Lean the space is `dShell`, and the indices 0, 1, 2 stand for x, y, z.

```lean
import Mathlib

open Matrix

namespace CubicDShell

noncomputable section

/-- The d shell: real symmetric traceless 3×3 matrices. -/
def dShell : Submodule ℝ (Matrix (Fin 3) (Fin 3) ℝ) where
  carrier := {Q | Qᵀ = Q ∧ Q.trace = 0}
  add_mem' := by
    rintro A B ⟨hA, hA'⟩ ⟨hB, hB'⟩
    exact ⟨by rw [transpose_add, hA, hB], by rw [trace_add, hA', hB', add_zero]⟩
  zero_mem' := ⟨by simp, by simp⟩
  smul_mem' := by
    rintro c A ⟨hA, hA'⟩
    exact ⟨by rw [transpose_smul, hA], by rw [trace_smul, hA', smul_zero]⟩

/-- The d shell consists of the symmetric traceless matrices. -/
theorem mem_dShell {Q : Matrix (Fin 3) (Fin 3) ℝ} :
    Q ∈ dShell ↔ Qᵀ = Q ∧ Q.trace = 0 := Iff.rfl
```

**Q:** And the cubic group?

**A:** It consists of the 48 signed permutation matrices R, which permute the axes and reverse some of them. Rotating the orbital turns Q into RQRᵀ. If R has the sign s_i at position (i, σ(i)), then

(RQRᵀ)_ij = s_i s_j Q_σ(i)σ(j).

`conj_apply` proves this by collapsing the two matrix-product sums.

```lean
/-- The signed permutation matrix with entry `s i` at position `(i, σ i)`. -/
def signedPerm (s : Fin 3 → ℤˣ) (σ : Equiv.Perm (Fin 3)) : Matrix (Fin 3) (Fin 3) ℝ :=
  Matrix.of fun i j => if σ i = j then ((s i : ℤ) : ℝ) else 0

/-- Conjugation by a signed permutation permutes the entries of `Q` up to signs. -/
theorem conj_apply (s : Fin 3 → ℤˣ) (σ : Equiv.Perm (Fin 3))
    (Q : Matrix (Fin 3) (Fin 3) ℝ) (i j : Fin 3) :
    (signedPerm s σ * Q * (signedPerm s σ)ᵀ) i j
      = ((s i : ℤ) : ℝ) * ((s j : ℤ) : ℝ) * Q (σ i) (σ j) := by
  simp only [signedPerm, Matrix.mul_apply, Matrix.transpose_apply, Matrix.of_apply,
    ite_mul, mul_ite, zero_mul, mul_zero, Finset.sum_ite_eq, Finset.mem_univ, if_true]
  ring
```

**Q:** What do you assume about the density matrix n?

**A:** That it is a real linear map from the shell to itself and commutes with this action. Hermiticity and eigenvalues between 0 and 1 are not needed. `IsCubic` names the rotated orbital Q' separately, because RQRᵀ is at first only a matrix. The formula above shows that it is again symmetric and traceless, so every Q has such a Q'.

```lean
/-- `n` commutes with the cubic action: if `Q' = R Q Rᵀ` for a signed permutation
matrix `R`, then `n Q' = R (n Q) Rᵀ`. -/
def IsCubic (n : dShell →ₗ[ℝ] dShell) : Prop :=
  ∀ s σ (Q Q' : dShell), Q'.1 = signedPerm s σ * Q.1 * (signedPerm s σ)ᵀ →
    (n Q').1 = signedPerm s σ * (n Q).1 * (signedPerm s σ)ᵀ
```

**Q:** Which matrices are eg and which are t2g?

**A:** Diagonal matrices are eg: diag(−1, −1, 2) is 3z² − r². Off-diagonal ones are t2g: yz, xz and xy. So P_diag, called `eProj`, keeps the diagonal, and P_offdiag, called `tProj`, is the identity minus `eProj`. The helper `orb a b x y z` builds a shell matrix from five entries; there x, y, z are the yz, xz and xy entries, not coordinates. `dShell_ext` says that two shell matrices agree once those five entries do.

```lean
/-- Two diagonal and three off-diagonal entries determine a d-shell matrix. -/
theorem dShell_ext {A B : dShell} (h0 : A.1 0 0 = B.1 0 0) (h1 : A.1 1 1 = B.1 1 1)
    (h12 : A.1 1 2 = B.1 1 2) (h02 : A.1 0 2 = B.1 0 2) (h01 : A.1 0 1 = B.1 0 1) :
    A = B := by
  have sym : ∀ (C : dShell) (i j : Fin 3), C.1 j i = C.1 i j := fun C i j =>
    congrFun (congrFun (mem_dShell.1 C.2).1 i) j
  have tA := (mem_dShell.1 A.2).2
  have tB := (mem_dShell.1 B.2).2
  rw [Matrix.trace_fin_three] at tA tB
  apply Subtype.ext
  ext i j
  fin_cases i <;> fin_cases j
  exacts [h0, h01, h02, (sym A 0 1).trans (h01.trans (sym B 0 1).symm), h1, h12,
    (sym A 0 2).trans (h02.trans (sym B 0 2).symm),
    (sym A 1 2).trans (h12.trans (sym B 1 2).symm),
    (by linarith : A.1 2 2 = B.1 2 2)]

/-- The d-shell matrix with diagonal `a, b, -a-b` and yz, xz, xy entries `x, y, z`. -/
def orb (a b x y z : ℝ) : dShell :=
  ⟨!![a, z, y; z, b, x; y, x, -a - b], mem_dShell.2 ⟨by
    ext i j
    fin_cases i <;> fin_cases j <;> rfl, by
    rw [Matrix.trace_fin_three]
    change a + b + (-a - b) = 0
    ring⟩⟩

/-- The eg projector `P_diag`, which keeps the diagonal. -/
def eProj : dShell →ₗ[ℝ] dShell where
  toFun Q := ⟨Matrix.diagonal fun i => Q.1 i i, mem_dShell.2
    ⟨Matrix.diagonal_transpose _, by
      rw [Matrix.trace_diagonal]
      exact (mem_dShell.1 Q.2).2⟩⟩
  map_add' A B := by apply dShell_ext <;> simp
  map_smul' c A := by apply dShell_ext <;> simp

/-- The t2g projector `P_offdiag`, which removes the diagonal. -/
def tProj : dShell →ₗ[ℝ] dShell := LinearMap.id - eProj

/-- The entries kept by the eg and by the t2g projector. -/
theorem proj_apply (Q : dShell) (i j : Fin 3) :
    (eProj Q).1 i j = (if i = j then Q.1 i j else 0) ∧
    (tProj Q).1 i j = (if i = j then 0 else Q.1 i j) := by
  have h : (eProj Q).1 i j = (if i = j then Q.1 i j else 0) := by
    change Matrix.diagonal (fun k => Q.1 k k) i j = _
    by_cases h : i = j
    · subst h
      simp
    · simp [h]
  refine ⟨h, ?_⟩
  change Q.1 i j - (eProj Q).1 i j = _
  rw [h]
  split_ifs <;> simp
```

**Q:** These basis matrices aren't normalised. Doesn't that spoil the occupations?

**A:** No, because the trace of a linear map doesn't depend on the basis. The normalised versions would be diag(−1, −1, 2)/√6 and the xy matrix divided by √2, with the same eigenvalues of n. To find tr P_diag, let f read off two diagonal entries and let g rebuild the diagonal matrix from them. Then g∘f = P_diag and f∘g is the identity on ℝ², so

tr P_diag = tr(g∘f) = tr(f∘g) = 2.

Three off-diagonal entries give tr P_offdiag = 3 in the same way. The occupations are

n_e = tr(P_diag n)/2,  n_t = tr(P_offdiag n)/3.

They are averages per orbital; the eg electron count in this spin channel is 2n_e.

```lean
/-- The eg projector has trace 2 and the t2g projector has trace 3. -/
theorem trace_proj :
    LinearMap.trace ℝ dShell eProj = 2 ∧ LinearMap.trace ℝ dShell tProj = 3 := by
  constructor
  · -- factor the projector through its coordinates
    let f : dShell →ₗ[ℝ] (Fin 2 → ℝ) :=
      { toFun := fun Q => ![Q.1 0 0, Q.1 1 1]
        map_add' := fun A B => by ext i; fin_cases i <;> simp
        map_smul' := fun c A => by ext i; fin_cases i <;> simp }
    let g : (Fin 2 → ℝ) →ₗ[ℝ] dShell :=
      { toFun := fun v => orb (v 0) (v 1) 0 0 0
        map_add' := fun u v => by apply dShell_ext <;> simp [orb]
        map_smul' := fun c v => by apply dShell_ext <;> simp [orb] }
    have h1 : g ∘ₗ f = eProj := LinearMap.ext fun Q => by
      apply dShell_ext <;> simp [f, g, orb, proj_apply]
    have h2 : f ∘ₗ g = LinearMap.id := LinearMap.ext fun v => by
      ext i; fin_cases i <;> simp [f, g, orb]
    rw [← h1, LinearMap.trace_comp_comm', h2, LinearMap.trace_id]
    simp
  · let f : dShell →ₗ[ℝ] (Fin 3 → ℝ) :=
      { toFun := fun Q => ![Q.1 1 2, Q.1 0 2, Q.1 0 1]
        map_add' := fun A B => by ext i; fin_cases i <;> simp
        map_smul' := fun c A => by ext i; fin_cases i <;> simp }
    let g : (Fin 3 → ℝ) →ₗ[ℝ] dShell :=
      { toFun := fun v => orb 0 0 (v 0) (v 1) (v 2)
        map_add' := fun u v => by apply dShell_ext <;> simp [orb]
        map_smul' := fun c v => by apply dShell_ext <;> simp [orb] }
    have h1 : g ∘ₗ f = tProj := LinearMap.ext fun Q => by
      apply dShell_ext <;> simp [f, g, orb, proj_apply]
    have h2 : f ∘ₗ g = LinearMap.id := LinearMap.ext fun v => by
      ext i; fin_cases i <;> simp [f, g, orb]
    rw [← h1, LinearMap.trace_comp_comm', h2, LinearMap.trace_id]
    simp

/-- The eg occupation `n_e = tr(P_diag n) / 2`. -/
def eOcc (n : dShell →ₗ[ℝ] dShell) : ℝ := LinearMap.trace ℝ dShell (eProj ∘ₗ n) / 2

/-- The t2g occupation `n_t = tr(P_offdiag n) / 3`. -/
def tOcc (n : dShell →ₗ[ℝ] dShell) : ℝ := LinearMap.trace ℝ dShell (tProj ∘ₗ n) / 3
```

**Q:** Could symmetry tie n_e to n_t?

**A:** No. For any real a and b, the map aP_diag + bP_offdiag is cubic, since conjugation by R sends diagonal entries to diagonal entries and off-diagonal to off-diagonal. Moreover

P_diag(aP_diag + bP_offdiag) = aP_diag,

with trace 2a, so n_e = a. Likewise n_t = b.

```lean
/-- For any reals `a` and `b` the map `a P_diag + b P_offdiag` is cubic and has eg
occupation `a` and t2g occupation `b`. -/
theorem cubic_of_occupations (a b : ℝ) :
    IsCubic (a • eProj + b • tProj) ∧ eOcc (a • eProj + b • tProj) = a ∧
      tOcc (a • eProj + b • tProj) = b := by
  refine ⟨fun s σ Q Q' h => ?_, ?_, ?_⟩
  · have hQ : ∀ i j, Q'.1 i j = ((s i : ℤ) : ℝ) * ((s j : ℤ) : ℝ) * Q.1 (σ i) (σ j) :=
      fun i j => by rw [h, conj_apply]
    ext i j
    rw [conj_apply]
    by_cases e : i = j <;> simp [proj_apply, hQ, e] <;> ring
  · have h : eProj ∘ₗ (a • eProj + b • tProj) = a • eProj := LinearMap.ext fun Q => by
      apply dShell_ext <;> simp [proj_apply]
    rw [eOcc, h, map_smul, trace_proj.1, smul_eq_mul]
    ring
  · have h : tProj ∘ₗ (a • eProj + b • tProj) = b • tProj := LinearMap.ext fun Q => by
      apply dShell_ext <;> simp [proj_apply]
    rw [tOcc, h, map_smul, trace_proj.2, smul_eq_mul]
    ring
```

**Q:** Now the part I doubt. Why does nothing else survive?

**A:** Start with D = diag(−1, −1, 2) and M = n(D). A quarter turn about z has signs (−1, 1, 1) and exchanges indices 0 and 1. It leaves D alone, so it leaves M alone:

M_01 = −M_10,  M_02 = −M_12,  M_12 = M_02,  M_11 = M_00.

Since M is symmetric, its off-diagonal entries vanish. Zero trace gives M_22 = −2M_00, hence n(D) = aD with a = −M_00.

Next let X be the xy matrix and N = n(X). Reversing x sends X to −X, so

−N_ij = s_i s_j N_ij with s = (−1, 1, 1).

This removes N_00, N_11, N_22 and N_12. Reversing y instead removes N_02. Only N_01 = N_10 is left, so n(X) = bX with b = N_01.

**Q:** That settles two orbitals out of five.

**A:** Axis exchanges do the rest. If n(Q) = cQ, then

n(RQRᵀ) = R n(Q) Rᵀ = c RQRᵀ.

Exchanging x and z carries D to diag(2, −1, −1) and xy to yz; exchanging y and z carries xy to xz. The two diagonal matrices span the eg part:

P_diag Q = ((Q_00 − Q_11)/3) diag(2, −1, −1) − ((Q_00 + 2Q_11)/3) D.

The three off-diagonal ones span the t2g part. So n = aP_diag + bP_offdiag, and the traces already computed give a = n_e and b = n_t.

**Q:** Does the Lean proof take the same route?

**A:** Yes. `key` is the commutation rule written in entries, and `move` carries a scale factor along an axis exchange. The first two `obtain` blocks find a and b, with `linarith` solving the small linear systems. `form` expands a general Q in the five orbitals, and `cubic_of_occupations` then identifies the factors. The theorem reads: if `n` satisfies `IsCubic`, it equals `eOcc n • eProj + tOcc n • tProj`.

```lean
/-- Every cubic linear map `n` on the d shell equals `n_e P_diag + n_t P_offdiag`, with
`n_e = tr(P_diag n) / 2` and `n_t = tr(P_offdiag n) / 3`. -/
theorem cubic_eq_occupations (n : dShell →ₗ[ℝ] dShell) (hn : IsCubic n) :
    n = eOcc n • eProj + tOcc n • tProj := by
  have ov : ∀ a b x y z, (orb a b x y z).1 = !![a, z, y; z, b, x; y, x, -a - b] :=
    fun _ _ _ _ _ => rfl
  have key : ∀ (s : Fin 3 → ℤˣ) (σ : Equiv.Perm (Fin 3)) (A B : dShell),
      (∀ i j, B.1 i j = ((s i : ℤ) : ℝ) * ((s j : ℤ) : ℝ) * A.1 (σ i) (σ j)) →
      ∀ i j, (n B).1 i j = ((s i : ℤ) : ℝ) * ((s j : ℤ) : ℝ) * (n A).1 (σ i) (σ j) := by
    intro s σ A B h i j
    rw [hn s σ A B (by ext i j; rw [h, conj_apply]), conj_apply]
  have move : ∀ (σ : Equiv.Perm (Fin 3)) (A B : dShell) (c : ℝ),
      (∀ i j, B.1 i j = A.1 (σ i) (σ j)) → n A = c • A → n B = c • B := by
    intro σ A B c h hA
    apply Subtype.ext
    ext i j
    rw [key 1 σ A B (fun i j => by simp [h]) i j, hA]
    simp [h]
  -- a fourfold rotation about z fixes the image of diag(-1, -1, 2) up to a factor
  obtain ⟨a, hD⟩ : ∃ a : ℝ, n (orb (-1) (-1) 0 0 0) = a • orb (-1) (-1) 0 0 0 := by
    have c := key ![-1, 1, 1] (Equiv.swap 0 1) (orb (-1) (-1) 0 0 0) (orb (-1) (-1) 0 0 0)
      (by intro i j; fin_cases i <;> fin_cases j <;> simp [ov, Equiv.swap_apply_def])
    have sy : (n (orb (-1) (-1) 0 0 0)).1 1 0 = (n (orb (-1) (-1) 0 0 0)).1 0 1 :=
      congrFun (congrFun (mem_dShell.1 (n (orb (-1) (-1) 0 0 0)).2).1 0) 1
    have z01 := c 0 1
    have z02 := c 0 2
    have z12 := c 1 2
    have d := c 1 1
    simp [Equiv.swap_apply_def] at z01 z02 z12 d
    refine ⟨-(n (orb (-1) (-1) 0 0 0)).1 0 0, ?_⟩
    apply dShell_ext <;> simp [ov] <;> linarith
  -- two reflections fix the image of the xy orbital up to a factor
  obtain ⟨b, hxy⟩ : ∃ b : ℝ, n (orb 0 0 0 0 1) = b • orb 0 0 0 0 1 := by
    have f := key ![-1, 1, 1] 1 (orb 0 0 0 0 1) (-orb 0 0 0 0 1)
      (by intro i j; fin_cases i <;> fin_cases j <;> simp [ov])
    have g := key ![1, -1, 1] 1 (orb 0 0 0 0 1) (-orb 0 0 0 0 1)
      (by intro i j; fin_cases i <;> fin_cases j <;> simp [ov])
    have z00 := f 0 0
    have z11 := f 1 1
    have z12 := f 1 2
    have z02 := g 0 2
    simp at z00 z11 z12 z02
    refine ⟨(n (orb 0 0 0 0 1)).1 0 1, ?_⟩
    apply dShell_ext <;> simp [ov] <;> linarith
  -- exchanging axes carries the two factors to the other orbitals
  have hD' := move (Equiv.swap 0 2) _ (orb 2 (-1) 0 0 0) a (by
    intro i j
    fin_cases i <;> fin_cases j <;> simp [ov, Equiv.swap_apply_def] <;> norm_num) hD
  have hyz := move (Equiv.swap 0 2) _ (orb 0 0 1 0 0) b (by
    intro i j; fin_cases i <;> fin_cases j <;> simp [ov, Equiv.swap_apply_def]) hxy
  have hxz := move (Equiv.swap 1 2) _ (orb 0 0 0 1 0) b (by
    intro i j; fin_cases i <;> fin_cases j <;> simp [ov, Equiv.swap_apply_def]) hxy
  have form : n = a • eProj + b • tProj := by
    refine LinearMap.ext fun Q => ?_
    have hd : eProj Q = ((Q.1 0 0 - Q.1 1 1) / 3) • orb 2 (-1) 0 0 0
        + (-(Q.1 0 0 + 2 * Q.1 1 1) / 3) • orb (-1) (-1) 0 0 0 := by
      apply dShell_ext <;> simp [proj_apply, ov] <;> ring
    have ho : tProj Q = Q.1 1 2 • orb 0 0 1 0 0 + Q.1 0 2 • orb 0 0 0 1 0
        + Q.1 0 1 • orb 0 0 0 0 1 := by
      apply dShell_ext <;> simp [proj_apply, ov]
    have split : eProj Q + tProj Q = Q := by simp [tProj]
    calc n Q = n (eProj Q) + n (tProj Q) := by rw [← map_add, split]
      _ = a • eProj Q + b • tProj Q := by
        rw [hd, ho]
        simp only [map_add, map_smul, hD, hD', hyz, hxz, hxy]
        module
  -- the traces identify the two factors
  obtain ⟨-, he, ht⟩ := cubic_of_occupations a b
  rw [← form] at he ht
  rw [he, ht]
  exact form

end

end CubicDShell
```

```lean
#print axioms CubicDShell.cubic_eq_occupations
```

```
'CubicDShell.cubic_eq_occupations' depends on axioms: [propext, Classical.choice, Quot.sound]
```

**Q:** What must I still supply for a real crystal?

**A:** The identification of n with the d-shell density matrix from your calculation, written in real d orbitals with x, y and z along the cubic axes. You must also justify `IsCubic`: site symmetry Oh, O or Td is enough, because inversion leaves every Q unchanged, but the electronic state must not break that symmetry, as orbital order would. The model treats one spin channel with a real density matrix, without spin–orbit coupling. Within those limits, the 25 entries per spin channel that enter a DFT+U potential for the d shell reduce to two numbers. In the real orbitals 3z² − r², x² − y², yz, xz and xy the matrix is diagonal, with n_e twice and n_t three times. In the complex harmonics Y_2m it is not, unless n_e = n_t: m = 2 and m = −2 are coupled by entries of size |n_e − n_t|/2.
